# Optical limit of the TDDFT response in a finite matrix model with a long-range kernel

Q: You freeze a matrix M and let the bare response depend on q only through χ₀(q) = D M D, where D is diagonal with q at one index o and 1 elsewhere. A real χ₀ is not that simple.

A: It isn't. The model keeps the leading small-q behaviour of a gapped crystal at fixed frequency and fixed direction of q. The index o stands for G = 0, the others for a finite set of nonzero reciprocal lattice vectors G. The head of χ₀ is then q² M_oo, the wings scale as q, and the body is constant. Higher-order terms in q are left out.

In Lean 4 with Mathlib:

```lean
import Mathlib

open Matrix Filter Topology

namespace OpticalLimit

noncomputable section

variable {n : Type*} [Fintype n] [DecidableEq n]

/-- The diagonal matrix with `q` at the head index `o` and `1` elsewhere. -/
def headScale (o : n) (q : ℂ) : Matrix n n ℂ :=
  diagonal (fun i => if i = o then q else 1)

/-- The matrix with `a` at the head and zeros elsewhere. -/
def headMatrix (o : n) (a : ℂ) : Matrix n n ℂ :=
  diagonal (fun i => if i = o then a else 0)

/-- The independent-particle response `D M D` at wave number `q`. -/
def chi0 (o : n) (M : Matrix n n ℂ) (q : ℂ) : Matrix n n ℂ :=
  headScale o q * M * headScale o q
```

Q: And the interaction?

A: A fixed matrix K, with an optional −α/q² added to its head. The constant α sets the strength of a long-range exchange-correlation term, which for α > 0 is a simple stand-in for electron-hole attraction. Kernel wings diverging as 1/q are not covered. For bare response X and kernel L, `response X L` is X(1 − L X)⁻¹.

```lean
/-- The interacting response `X (1 - K X)⁻¹` for bare response `X` and kernel `K`,
meaningful when `1 - K X` is invertible. -/
def response (X K : Matrix n n ℂ) : Matrix n n ℂ := X * (1 - K * X)⁻¹

/-- The kernel `K` with the long-range term `-α / q²` added to its head, for `q ≠ 0`. -/
def lrcKernel (o : n) (K : Matrix n n ℂ) (α q : ℂ) : Matrix n n ℂ :=
  K - headMatrix o (α / q ^ 2)

/-- The kernel `K` with its head row and head column set to zero. -/
def bodyKernel (o : n) (K : Matrix n n ℂ) : Matrix n n ℂ :=
  Matrix.of fun i j => if i = o ∨ j = o then 0 else K i j

/-- The Dyson matrix after the scaling in `q` has been moved from the response
to the kernel. -/
def scaledDyson (o : n) (M K : Matrix n n ℂ) (α q : ℂ) : Matrix n n ℂ :=
  1 - (headScale o q * K * headScale o q - headMatrix o α) * M
```

Q: The kernel diverges while the head of χ₀ vanishes. Show me that the limit is finite.

A: Let P have 1 at the head and zeros elsewhere, and write L = K − (α/q²)P. Since D P D = q² P, for q ≠ 0

D L D = D K D − αP.

The divergence cancels exactly. `scaled_lrcKernel` proves this identity.

```lean
/-- Scaling the kernel on both sides turns the long-range term `-α / q²` into `-α`. -/
theorem scaled_lrcKernel (o : n) (K : Matrix n n ℂ) (α : ℂ) {q : ℂ} (hq : q ≠ 0) :
    headScale o q * lrcKernel o K α q * headScale o q
      = headScale o q * K * headScale o q - headMatrix o α := by
  have hE : headScale o q * headMatrix o (α / q ^ 2) * headScale o q = headMatrix o α := by
    unfold headScale headMatrix
    rw [diagonal_mul_diagonal, diagonal_mul_diagonal]
    congr 1
    funext i
    by_cases hi : i = o
    · simp only [hi, if_true]
      field_simp
    · simp [hi]
  rw [lrcKernel, Matrix.mul_sub, Matrix.sub_mul, hE]
```

Q: But the Dyson equation contains L D M D, not D L D M.

A: Set A = 1 − D L D M and B = 1 − L D M D. Multiplying out,

A D = D − D L D M D = D B.

The identity det(1 − UV) = det(1 − VU), with U = L D M and V = D, gives det B = det A. So if A is invertible, B is too, and D B⁻¹ = A⁻¹ D. Hence

χ = D M D B⁻¹ = D (M A⁻¹) D,

χ_oo / q² = (M A⁻¹)_oo.

In `push_through`, `hc` is the relation A D = D B and `hi` its version for inverses.

```lean
/-- The scaling matrices can be moved out of the interacting response and into the
kernel, and invertibility of the Dyson matrix is carried along. -/
theorem push_through (D M L : Matrix n n ℂ) (h : IsUnit (1 - D * L * D * M).det) :
    IsUnit (1 - L * (D * M * D)).det ∧
      response (D * M * D) L = D * (M * (1 - D * L * D * M)⁻¹) * D := by
  have h' : IsUnit (1 - L * (D * M * D)).det := by
    have e := Matrix.det_one_sub_mul_comm (L * D * M) D
    simp only [Matrix.mul_assoc] at e h ⊢
    rw [e]
    exact h
  refine ⟨h', ?_⟩
  have hc : (1 - D * L * D * M) * D = D * (1 - L * (D * M * D)) := by
    simp only [Matrix.sub_mul, Matrix.mul_sub, Matrix.one_mul, Matrix.mul_one,
      Matrix.mul_assoc]
  unfold response
  generalize 1 - D * L * D * M = A at *
  generalize 1 - L * (D * M * D) = B at *
  -- the intertwining relation A D = D B passes to the inverses
  have hi : D * B⁻¹ = A⁻¹ * D := by
    calc D * B⁻¹ = A⁻¹ * A * D * B⁻¹ := by
          rw [Matrix.nonsing_inv_mul A h, Matrix.one_mul]
      _ = A⁻¹ * (A * D) * B⁻¹ := by rw [Matrix.mul_assoc A⁻¹ A D]
      _ = A⁻¹ * D * (B * B⁻¹) := by rw [hc]; simp only [Matrix.mul_assoc]
      _ = A⁻¹ * D := by rw [Matrix.mul_nonsing_inv B h', Matrix.mul_one]
  rw [Matrix.mul_assoc (D * M) D, hi]
  simp only [Matrix.mul_assoc]
```

Q: Now q → 0.

A: In D K D the head carries q² and the wings carry q, so only the body K_b survives. With K' = K_b − αP,

A(q) → 1 − K'M.

The next two lemmas supply continuity and the value at q = 0.

```lean
/-- The scaled Dyson matrix depends continuously on `q`. -/
theorem continuous_scaledDyson (o : n) (M K : Matrix n n ℂ) (α : ℂ) :
    Continuous (scaledDyson o M K α) := by
  have hD : Continuous (fun q : ℂ => headScale o q) := by
    unfold headScale
    refine Continuous.matrix_diagonal (continuous_pi fun i => ?_)
    split_ifs <;> fun_prop
  unfold scaledDyson
  exact continuous_const.sub
    ((((hD.matrix_mul continuous_const).matrix_mul hD).sub continuous_const).matrix_mul
      continuous_const)

/-- At `q = 0` the kernel in the scaled Dyson matrix is the body of `K` with `-α` at the head. -/
theorem scaledDyson_zero (o : n) (M K : Matrix n n ℂ) (α : ℂ) :
    scaledDyson o M K α 0 = 1 - (bodyKernel o K - headMatrix o α) * M := by
  have hB : headScale o 0 * K * headScale o 0 = bodyKernel o K := by
    ext i j
    by_cases hi : i = o <;> by_cases hj : j = o <;>
      simp [headScale, bodyKernel, hi, hj]
  rw [scaledDyson, hB]
```

If 1 − K'M is invertible, det A(q) stays nonzero near 0, and A⁻¹ = adj(A)/det A is continuous there. Therefore

χ_oo / q² → (M(1 − K'M)⁻¹)_oo.

In `optical_limit`, `IsUnit` of the determinant expresses invertibility, and `𝓝[≠] 0` means that complex q approaches 0 without reaching it. The theorem also proves that the true Dyson matrix is invertible for all small q ≠ 0.

```lean
/-- Optical limit with a long-range kernel: if `1 - K' M` is invertible, then for small `q ≠ 0` the
Dyson matrix is invertible, and the head of the response over `q²` tends to the head of `M (1 - K'
M)⁻¹`, where `K'` is the body of `K` with `-α` at the head. -/
theorem optical_limit (o : n) (M K : Matrix n n ℂ) (α : ℂ)
    (h : IsUnit (1 - (bodyKernel o K - headMatrix o α) * M).det) :
    (∀ᶠ q in 𝓝[≠] (0 : ℂ), IsUnit (1 - lrcKernel o K α q * chi0 o M q).det) ∧
    Tendsto (fun q => response (chi0 o M q) (lrcKernel o K α q) o o / q ^ 2)
      (𝓝[≠] (0 : ℂ)) (𝓝 (response M (bodyKernel o K - headMatrix o α) o o)) := by
  have hF := continuous_scaledDyson o M K α
  rw [← scaledDyson_zero] at h
  have h0 : (scaledDyson o M K α 0).det ≠ 0 := h.ne_zero
  have hne : ∀ᶠ q in 𝓝[≠] (0 : ℂ), (scaledDyson o M K α q).det ≠ 0 :=
    (hF.matrix_det.continuousAt.eventually_ne h0).filter_mono nhdsWithin_le_nhds
  have hu : ∀ q : ℂ, q ≠ 0 → (scaledDyson o M K α q).det ≠ 0 →
      IsUnit (1 - headScale o q * lrcKernel o K α q * headScale o q * M).det := by
    intro q hq hd
    rw [scaled_lrcKernel o K α hq]
    exact isUnit_iff_ne_zero.mpr hd
  constructor
  · filter_upwards [hne, self_mem_nhdsWithin] with q hd hq
    exact (push_through _ M _ (hu q hq hd)).1
  · -- the inverse is continuous where the determinant does not vanish
    have hinv : ContinuousAt (fun q => (scaledDyson o M K α q)⁻¹) 0 := by
      simp only [Matrix.inv_def, Ring.inverse_eq_inv']
      exact (hF.matrix_det.continuousAt.inv₀ h0).smul hF.matrix_adjugate.continuousAt
    have hG : Continuous (fun X : Matrix n n ℂ => (M * X) o o) :=
      (continuous_const.matrix_mul continuous_id).matrix_elem o o
    have hlim := ((hG.tendsto _).comp hinv.tendsto).mono_left
      (nhdsWithin_le_nhds (s := {(0 : ℂ)}ᶜ))
    rw [response, ← scaledDyson_zero]
    refine hlim.congr' ?_
    filter_upwards [hne, self_mem_nhdsWithin] with q hd hq
    have hq0 : q ≠ 0 := hq
    have head : ∀ Y : Matrix n n ℂ,
        (headScale o q * Y * headScale o q) o o = q ^ 2 * Y o o := by
      intro Y
      simp only [headScale, mul_diagonal, diagonal_mul, if_true]
      ring
    rw [chi0, (push_through _ M _ (hu q hq0 hd)).2, head, scaled_lrcKernel o K α hq0,
      mul_div_cancel_left₀ _ (pow_ne_zero 2 hq0)]
    rfl
```

Q: What does the invertibility assumption mean physically?

A: That in the limiting system no induced density or macroscopic polarisation sustains itself without a driving field at the chosen frequency. If the kernel leaves out the G = 0 Coulomb term, the driving field includes the macroscopic induced field. At a real nonzero frequency a self-sustained response would be an undamped resonance; at zero frequency it would mark the threshold of an instability. Setting α = 0 gives the fixed-kernel case.

```lean
/-- Optical limit with a fixed kernel: if `1 - K' M` is invertible, the head of the response over
`q²` tends to the head of `M (1 - K' M)⁻¹`, where `K'` is `K` with head row and column set to zero.
-/
theorem optical_limit_fixed_kernel (o : n) (M K : Matrix n n ℂ)
    (h : IsUnit (1 - bodyKernel o K * M).det) :
    Tendsto (fun q => response (chi0 o M q) K o o / q ^ 2)
      (𝓝[≠] (0 : ℂ)) (𝓝 (response M (bodyKernel o K) o o)) := by
  have hz : headMatrix o 0 = 0 := by
    ext i j
    simp [headMatrix, diagonal_apply]
  have hl := (optical_limit o M K 0 (by rw [hz, sub_zero]; exact h)).2
  simpa only [lrcKernel, zero_div, hz, sub_zero] using hl
```

Q: Can I see what α does without inverting again?

A: Yes. Let X now denote the interacting response M(1 − K_b M)⁻¹, and let x = X_oo and E = αP. Because X(1 − K_b M) = M,

1 − (K_b − E)M = (1 + E X)(1 − K_b M).

Also (E X)² = αx E X, so if 1 + αx ≠ 0,

(1 + E X)⁻¹ = 1 − E X/(1 + αx).

The new response is X − X E X/(1 + αx), with head

x − αx²/(1 + αx) = x/(1 + αx).

In `head_dressing`, B is the kernel, here K_b, and no longer a Dyson matrix; `hT` is the factorisation, `hP` the explicit inverse and `hY` the new response. A zero of 1 + αx would mean a self-sustained response created by the long-range term.

```lean
/-- If `1 - B M` is invertible and `1 + α x ≠ 0`, where `x` is the head of the response with kernel
`B`, then subtracting `α` from the head of `B` changes `x` into `x / (1 + α x)`, and the new Dyson
matrix is invertible. -/
theorem head_dressing (o : n) (M B : Matrix n n ℂ) (α : ℂ)
    (h : IsUnit (1 - B * M).det) (hα : 1 + α * response M B o o ≠ 0) :
    IsUnit (1 - (B - headMatrix o α) * M).det ∧
      response M (B - headMatrix o α) o o
        = response M B o o / (1 + α * response M B o o) := by
  obtain ⟨X, hX⟩ : ∃ X, X = response M B := ⟨_, rfl⟩
  obtain ⟨E, hE⟩ : ∃ E, E = headMatrix o α := ⟨_, rfl⟩
  rw [← hX] at hα ⊢
  rw [← hE]
  have hXA : X * (1 - B * M) = M := by
    rw [hX, response, Matrix.mul_assoc, Matrix.nonsing_inv_mul _ h, Matrix.mul_one]
  have hEXE : E * X * E = (α * X o o) • E := by
    rw [hE]
    ext i j
    by_cases hi : i = o
    · by_cases hj : j = o
      · simp [headMatrix, hi, hj]
      · simp [headMatrix, hi, hj, Ne.symm hj]
    · simp [headMatrix, diagonal_apply, hi]
  have hN : E * X * (E * X) = (α * X o o) • (E * X) := by
    rw [← Matrix.mul_assoc, hEXE, Matrix.smul_mul]
  obtain ⟨c, hc⟩ : ∃ c, c = (1 + α * X o o)⁻¹ := ⟨_, rfl⟩
  have hc1 : c * (1 + α * X o o) = 1 := by rw [hc]; exact inv_mul_cancel₀ hα
  -- the head term is a rank-one update, inverted explicitly
  have hP : (1 + E * X) * (1 - c • (E * X)) = 1 := by
    have e : c • (E * X + (α * X o o) • (E * X))
        = (c * (1 + α * X o o)) • (E * X) := by module
    rw [Matrix.mul_sub, Matrix.mul_one, Matrix.mul_smul, Matrix.add_mul, Matrix.one_mul,
      hN, e, hc1, one_smul, add_sub_cancel_right]
  have hT : 1 - (B - E) * M = (1 + E * X) * (1 - B * M) := by
    rw [Matrix.add_mul, Matrix.one_mul, Matrix.mul_assoc, hXA, Matrix.sub_mul]
    abel
  have hR : (1 - (B - E) * M) * ((1 - B * M)⁻¹ * (1 - c • (E * X))) = 1 := by
    rw [hT, Matrix.mul_assoc, ← Matrix.mul_assoc (1 - B * M),
      Matrix.mul_nonsing_inv _ h, Matrix.one_mul, hP]
  refine ⟨Matrix.isUnit_det_of_right_inverse hR, ?_⟩
  have hXE : (X * (E * X)) o o = X o o * α * X o o := by
    rw [← Matrix.mul_assoc, Matrix.mul_apply, Finset.sum_eq_single o]
    · simp [hE, headMatrix]
    · intro j _ hj
      simp [hE, headMatrix, hj]
    · intro ho
      exact absurd (Finset.mem_univ o) ho
  have hY : response M (B - E) = X - c • (X * (E * X)) := by
    rw [response, Matrix.inv_eq_right_inv hR, ← Matrix.mul_assoc]
    change response M B * _ = _
    rw [← hX, Matrix.mul_sub, Matrix.mul_one, Matrix.mul_smul]
  rw [hY, Matrix.sub_apply, Matrix.smul_apply, hXE, smul_eq_mul, eq_div_iff hα]
  linear_combination (-(X o o * α * X o o)) * hc1
```

Combining this with the limit gives the last theorem, which assumes that 1 − K_b M is invertible and that 1 + αx ≠ 0. Its docstring writes K' for K_b; elsewhere in the text K' = K_b − αP.

```lean
/-- If `1 - K' M` is invertible and `1 + α x ≠ 0`, then with the long-range term `-α / q²` in the
kernel the head of the response over `q²` tends to `x / (1 + α x)`, where `x` is the head of `M (1 -
K' M)⁻¹` for the body `K'` of `K`. -/
theorem optical_limit_long_range (o : n) (M K : Matrix n n ℂ) (α : ℂ)
    (h : IsUnit (1 - bodyKernel o K * M).det)
    (hα : 1 + α * response M (bodyKernel o K) o o ≠ 0) :
    Tendsto (fun q => response (chi0 o M q) (lrcKernel o K α q) o o / q ^ 2)
      (𝓝[≠] (0 : ℂ))
      (𝓝 (response M (bodyKernel o K) o o
        / (1 + α * response M (bodyKernel o K) o o))) := by
  obtain ⟨hu, he⟩ := head_dressing o M (bodyKernel o K) α h hα
  rw [← he]
  exact (optical_limit o M K α hu).2

end

end OpticalLimit
```

```lean
#print axioms OpticalLimit.optical_limit_fixed_kernel
#print axioms OpticalLimit.optical_limit_long_range
```

```
'OpticalLimit.optical_limit_fixed_kernel' depends on axioms: [propext, Classical.choice, Quot.sound]
'OpticalLimit.optical_limit_long_range' depends on axioms: [propext, Classical.choice, Quot.sound]
```

Q: Try it with a single index.

A: Then M = m, K = k and K_b = 0, so

χ/q² = m/(1 + αm − k m q²) → m/(1 + αm),

provided 1 + αm ≠ 0. The finite k drops out.

Q: Where would I meet this in a calculation?

A: In an optical spectrum at q = 0. A code that builds head and wings from momentum matrix elements, with the powers of q divided out, already holds M. It can solve the linear system with K' and never insert a small q. If K contains the Coulomb interaction without its G = 0 term, plus the exchange-correlation kernel apart from any −α/q² term, which is added separately, the macroscopic dielectric function in this finite model is, in Hartree atomic units and with χ normalised per unit volume,

ε_M = 1 − 4π lim χ_oo/q².
